# Hartree energy plus local exchange favours an even split over two noninteracting grids when the exchange magnitude is at most twice a positive Hartree energy

## Densities and energies on a finite grid

Let $\iota$ be a finite set of grid points. A density is a function $n$ on the grid with $n_i \ge 0$, and a pair interaction is a real matrix $v_{ij}$. The Hartree energy is

$$U = \tfrac12 \sum_{i,j} n_i\, v_{ij}\, n_j .$$

The double sum includes the diagonal $i=j$, which represents the repulsion of the charge within one cell. The local exchange energy is $-X$, with

$$X = C \sum_i n_i^{4/3}.$$

The sign is a convention to keep in view: for $C>0$ the number $X$ is nonnegative, and the exchange energy is negative unless the density is zero everywhere. The constant $C$ stands for the coefficient of local density exchange at a fixed spin polarization. If $n_i$ counts the electrons in a cell, $C$ also absorbs the volume of the cells, which is then the same for all of them. The energy studied here is $E[n] = U - X$.

Now take two copies of the grid. The interaction is $v$ within each copy and zero between them, as for two identical fragments at infinite separation. For $0\le f\le 1$, place the density $f n$ on the first copy and $(1-f)n$ on the second, and call the total energy $E(f)$. The density is localized at $f=1$ and evenly split at $f=\tfrac12$.

## Why a preference for splitting is an error for one electron

Consider one electron shared between two identical, infinitely separated centres. Its orbital is $\sqrt f\,\varphi$ on one centre and $\sqrt{1-f}\,\varphi$ on the other. The kinetic energy and the attraction to the centres are each weighted by $f+(1-f)=1$, so they do not depend on $f$. Exact exchange cancels the Hartree energy of a single electron completely. The exact energy is therefore the same for every $f$.

If local exchange replaces exact exchange, the cancellation is generally incomplete and the remainder $E(f)$ can depend on $f$. An energy that is lower at $f=\tfrac12$ than at $f=1$ is then a delocalization error. In density functional calculations this kind of error can spread charge over distant fragments; the model shows it for a density of fixed shape on two noninteracting finite grids. The exact one-electron energy serves here as the physical reference, while the theorems compare values of the model energy with each other.

## The statements and their Lean form

The grid is a type `ι` with finitely many elements. The functions `hartree v n` and `localExchange C n` are $U$ and $X$, and `energy v C n` is $U-X$. The doubled grid is the disjoint union `ι ⊕ ι`, whose points are tagged `inl` for the first copy and `inr` for the second. The interaction on it is `twoCopies v`, and the density is `splitDensity f n`.

For a nonnegative density, which is the hypothesis `hn`, the file proves the following.

- `energy_split`: for $0\le f\le1$,
$$E(f) = \bigl(f^2+(1-f)^2\bigr)U - \bigl(f^{4/3}+(1-f)^{4/3}\bigr)X .$$
- `half_lt_localized_iff`: $E(\tfrac12)<E(1)$ holds exactly when $(2-2^{2/3})X<U$.
- `delocalization_error`: if $U>0$ and $X\le 2U$, then $E(\tfrac12)<E(1)$.
- `no_delocalization_of_strong_exchange`: if $U\ge0$ and $X\ge\tfrac52U$, then $E(1)\le E(\tfrac12)$.
- `every_split_lt_localized`: if $U>0$ and $X\le U$, then $E(f)<E(1)$ for every $0<f<1$.

The condition $U>0$ expresses net electrostatic repulsion and excludes the zero density. The condition $X\le 2U$ limits the strength of local exchange. For one electron the exact exchange energy is $-U$, so a local approximation to it should have $X$ near $U$, and the condition leaves room for an overestimate by a factor of two. Both conditions are assumed; neither is derived from properties of $v$, $C$ or $n$. The matrix $v$ need not be symmetric, $C$ may have either sign, and the density need not integrate to one electron. The inequalities hold in all these cases, but the argument above that a lower even split is an error applies to one electron. For two electrons on two distant protons, the even split into two hydrogen atoms is correctly lower in energy than a hydride ion and a bare proton.

The model has no kinetic energy, external potential or correlation, and the density does not relax when it is divided. At finite separation there would also be a Hartree interaction between the copies, which is absent here.

## From scaling to the criterion

Write the densities on the two copies as $a$ and $b$. The Hartree double sum over the doubled grid has four blocks. The two mixed blocks vanish because the interaction between the copies is zero, and the exchange sum separates point by point. Hence the total energy is $E[a]+E[b]$.

Multiplying a density by $s\ge0$ multiplies each Hartree term by $s^2$. It multiplies each exchange term by $s^{4/3}$, because $(s n_i)^{4/3}=s^{4/3}n_i^{4/3}$ for nonnegative factors. Setting $s=f$ on the first copy and $s=1-f$ on the second gives the formula for $E(f)$.

At $f=1$ the second copy is empty and $E(1)=U-X$. At $f=\tfrac12$ the Hartree weight is $\tfrac14+\tfrac14=\tfrac12$. For the exchange weight, note that

$$\left(\tfrac12\right)^{4/3} = 2^{-4/3} = \frac{2^{2/3}}{4},$$

so that two such terms give $2^{2/3}/2$. Therefore

$$E(\tfrac12)-E(1) = -\tfrac12U + \Bigl(1-\tfrac12\,2^{2/3}\Bigr)X = \tfrac12\Bigl[(2-2^{2/3})X-U\Bigr].$$

This is negative exactly when $(2-2^{2/3})X<U$. When $U>0$ and $X>0$, splitting the density evenly lowers the Hartree energy but also makes the exchange energy less negative, and the criterion says which change is larger.

## Bounds on the exchange strength

Let $c=2^{2/3}$. Its cube is $4$, and

$$\left(\tfrac32\right)^3=\tfrac{27}{8}<4<\tfrac{512}{125}=\left(\tfrac85\right)^3,$$

so $\tfrac32<c<\tfrac85$. In particular $2-c$ is positive and smaller than $\tfrac12$. If $X\le2U$ and $U>0$, then

$$(2-c)X \le 2(2-c)U < U,$$

and the even split lies strictly below the localized density. No lower bound on $X$ is needed.

In the other direction, $2-c>\tfrac25$. If $U\ge0$ and $X\ge\tfrac52U$, then $X\ge0$ and $(2-c)X\ge\tfrac25X\ge U$, so the even split is not lower. Between $2U$ and $\tfrac52U$, the exact criterion decides.

## Every fractional split when $X\le U$

For $0<x<1$, a larger exponent gives a smaller power, so $x^2<x^{4/3}<x$. Apply this to $x=f$ and to $x=1-f$, and define

$$A = 1-f^{4/3}-(1-f)^{4/3},\qquad B = f^{4/3}+(1-f)^{4/3}-f^2-(1-f)^2 .$$

The upper bounds on the powers $4/3$ add up to $A>0$, since $f+(1-f)=1$. The lower bounds give $B>0$. The energy difference is

$$E(1)-E(f) = (A+B)U - AX = A(U-X)+BU .$$

With $X\le U$ and $U>0$, the first term is nonnegative and the second is positive. Hence $E(f)<E(1)$.

## The Lean file

```lean
import Mathlib

open Finset

namespace DelocalizationError

noncomputable section

variable {ι : Type*} [Fintype ι]

/-- Hartree energy of a density `n` on a finite grid with pair interaction `v`. -/
def hartree (v : ι → ι → ℝ) (n : ι → ℝ) : ℝ :=
  (1 / 2) * ∑ i, ∑ j, n i * v i j * n j

/-- The quantity `X = C ∑ n^(4/3)` for a nonnegative density `n`;
the local exchange energy is `-X`. -/
def localExchange (C : ℝ) (n : ι → ℝ) : ℝ :=
  C * ∑ i, n i ^ (4 / 3 : ℝ)

/-- Hartree energy plus local exchange energy. -/
def energy (v : ι → ι → ℝ) (C : ℝ) (n : ι → ℝ) : ℝ :=
  hartree v n - localExchange C n

/-- Pair interaction on two copies of the grid: `v` within each copy, zero between them. -/
def twoCopies (v : ι → ι → ℝ) : ι ⊕ ι → ι ⊕ ι → ℝ
  | .inl i, .inl j => v i j
  | .inl _, .inr _ => 0
  | .inr _, .inl _ => 0
  | .inr i, .inr j => v i j

/-- The density with `f n` on the first copy and `(1 - f) n` on the second. -/
def splitDensity (f : ℝ) (n : ι → ℝ) : ι ⊕ ι → ℝ :=
  Sum.elim (fun i => f * n i) (fun i => (1 - f) * n i)

/-- The energy of two noninteracting copies is the sum of the energies of the copies. -/
theorem energy_twoCopies (v : ι → ι → ℝ) (C : ℝ) (a b : ι → ℝ) :
    energy (twoCopies v) C (Sum.elim a b) = energy v C a + energy v C b := by
  simp only [energy, hartree, localExchange, twoCopies, Fintype.sum_sum_type,
    Sum.elim_inl, Sum.elim_inr, mul_zero, zero_mul, Finset.sum_const_zero,
    add_zero, zero_add]
  ring

/-- Scaling the density by `a` scales the Hartree energy by `a ^ 2`. -/
theorem hartree_scale (v : ι → ι → ℝ) (n : ι → ℝ) (a : ℝ) :
    hartree v (fun i => a * n i) = a ^ 2 * hartree v n := by
  simp only [hartree, Finset.mul_sum]
  refine Finset.sum_congr rfl fun i _ => Finset.sum_congr rfl fun j _ => ?_
  ring

/-- Scaling a nonnegative density by `a ≥ 0` scales the local exchange by `a ^ (4/3)`. -/
theorem localExchange_scale (C : ℝ) {n : ι → ℝ} (hn : ∀ i, 0 ≤ n i) {a : ℝ} (ha : 0 ≤ a) :
    localExchange C (fun i => a * n i) = a ^ (4 / 3 : ℝ) * localExchange C n := by
  have h : ∀ i, (a * n i) ^ (4 / 3 : ℝ) = a ^ (4 / 3 : ℝ) * n i ^ (4 / 3 : ℝ) :=
    fun i => Real.mul_rpow ha (hn i)
  simp only [localExchange, h, ← Finset.mul_sum]
  ring

/-- Energy of a nonnegative density shared between two noninteracting copies in the
fractions `f` and `1 - f`, for `0 ≤ f ≤ 1`. -/
theorem energy_split (v : ι → ι → ℝ) (C : ℝ) {n : ι → ℝ} (hn : ∀ i, 0 ≤ n i)
    {f : ℝ} (h0 : 0 ≤ f) (h1 : f ≤ 1) :
    energy (twoCopies v) C (splitDensity f n) =
      (f ^ 2 + (1 - f) ^ 2) * hartree v n
        - (f ^ (4 / 3 : ℝ) + (1 - f) ^ (4 / 3 : ℝ)) * localExchange C n := by
  unfold splitDensity
  rw [energy_twoCopies]
  unfold energy
  rw [hartree_scale, hartree_scale, localExchange_scale C hn h0,
    localExchange_scale C hn (sub_nonneg.mpr h1)]
  ring

/-- With the whole density on the first copy, the energy is that of a single grid. -/
theorem energy_localized (v : ι → ι → ℝ) (C : ℝ) (n : ι → ℝ) :
    energy (twoCopies v) C (splitDensity 1 n) = energy v C n := by
  have h0 : (0 : ℝ) ^ (4 / 3 : ℝ) = 0 := Real.zero_rpow (by norm_num)
  unfold splitDensity
  rw [energy_twoCopies]
  simp only [energy, hartree, localExchange, sub_self, one_mul, zero_mul, mul_zero,
    Finset.sum_const_zero, h0, add_zero]

/-- For a nonnegative density, the even split lies strictly below the localized density
exactly when `(2 - 2^(2/3)) X < U`, with `U` the Hartree energy and `-X` the exchange energy. -/
theorem half_lt_localized_iff (v : ι → ι → ℝ) (C : ℝ) {n : ι → ℝ} (hn : ∀ i, 0 ≤ n i) :
    energy (twoCopies v) C (splitDensity (1 / 2) n)
        < energy (twoCopies v) C (splitDensity 1 n) ↔
      (2 - (2 : ℝ) ^ (2 / 3 : ℝ)) * localExchange C n < hartree v n := by
  -- the exchange weight of half a density
  have h : (1 / 2 : ℝ) ^ (4 / 3 : ℝ) = (2 : ℝ) ^ (2 / 3 : ℝ) / 4 := by
    rw [Real.div_rpow (by norm_num) (by norm_num), Real.one_rpow,
      show (2 / 3 : ℝ) = 2 - 4 / 3 by norm_num, Real.rpow_sub (by norm_num), Real.rpow_two]
    ring
  have e := energy_split v C hn (f := 1 / 2) (by norm_num) (by norm_num)
  rw [show (1 - 1 / 2 : ℝ) = 1 / 2 by norm_num, h] at e
  rw [e, energy_localized]
  unfold energy
  constructor <;> intro h' <;> linarith

/-- The number `2^(2/3)` lies between `3/2` and `8/5`. -/
theorem two_rpow_bounds :
    3 / 2 < (2 : ℝ) ^ (2 / 3 : ℝ) ∧ (2 : ℝ) ^ (2 / 3 : ℝ) < 8 / 5 := by
  have h3 : ((2 : ℝ) ^ (2 / 3 : ℝ)) ^ 3 = 4 := by
    rw [← Real.rpow_natCast, ← Real.rpow_mul (by norm_num)]
    norm_num
  constructor
  · exact lt_of_pow_lt_pow_left₀ 3 (by positivity) (by rw [h3]; norm_num)
  · exact lt_of_pow_lt_pow_left₀ 3 (by norm_num) (by rw [h3]; norm_num)

/-- Delocalization error: for a nonnegative density with Hartree energy `U > 0` and local
exchange energy `-X` with `X ≤ 2 U`, the even split over two noninteracting copies lies
strictly below the density localized on one copy. -/
theorem delocalization_error (v : ι → ι → ℝ) (C : ℝ) {n : ι → ℝ} (hn : ∀ i, 0 ≤ n i)
    (hU : 0 < hartree v n) (hX : localExchange C n ≤ 2 * hartree v n) :
    energy (twoCopies v) C (splitDensity (1 / 2) n)
      < energy (twoCopies v) C (splitDensity 1 n) := by
  rw [half_lt_localized_iff v C hn]
  obtain ⟨hl, hu⟩ := two_rpow_bounds
  nlinarith [mul_nonneg (show 0 ≤ 2 - (2 : ℝ) ^ (2 / 3 : ℝ) by linarith) (sub_nonneg.mpr hX),
    mul_pos (sub_pos.mpr hl) hU]

/-- For a nonnegative density with `U ≥ 0` and `X ≥ 5 U / 2`, the even split does not lie
below the localized density. -/
theorem no_delocalization_of_strong_exchange (v : ι → ι → ℝ) (C : ℝ) {n : ι → ℝ}
    (hn : ∀ i, 0 ≤ n i) (hU : 0 ≤ hartree v n)
    (hX : 5 / 2 * hartree v n ≤ localExchange C n) :
    energy (twoCopies v) C (splitDensity 1 n)
      ≤ energy (twoCopies v) C (splitDensity (1 / 2) n) := by
  rw [← not_lt, half_lt_localized_iff v C hn, not_lt]
  have hu := two_rpow_bounds.2
  have hX0 : 0 ≤ localExchange C n := by linarith
  nlinarith [mul_nonneg (sub_pos.mpr hu).le hX0]

/-- For a nonnegative density with `U > 0` and `X ≤ U`, every fractional split `0 < f < 1`
lies strictly below the localized density. -/
theorem every_split_lt_localized (v : ι → ι → ℝ) (C : ℝ) {n : ι → ℝ} (hn : ∀ i, 0 ≤ n i)
    (hU : 0 < hartree v n) (hX : localExchange C n ≤ hartree v n)
    {f : ℝ} (h0 : 0 < f) (h1 : f < 1) :
    energy (twoCopies v) C (splitDensity f n)
      < energy (twoCopies v) C (splitDensity 1 n) := by
  -- on the open unit interval the power 4/3 lies between the square and the identity
  have key : ∀ x : ℝ, 0 < x → x < 1 → x ^ 2 < x ^ (4 / 3 : ℝ) ∧ x ^ (4 / 3 : ℝ) < x := by
    intro x hx hx1
    have p := Real.rpow_lt_rpow_of_exponent_gt hx hx1 (show (4 / 3 : ℝ) < 2 by norm_num)
    have q := Real.rpow_lt_rpow_of_exponent_gt hx hx1 (show (1 : ℝ) < 4 / 3 by norm_num)
    rw [Real.rpow_two] at p
    rw [Real.rpow_one] at q
    exact ⟨p, q⟩
  obtain ⟨a1, a2⟩ := key f h0 h1
  obtain ⟨b1, b2⟩ := key (1 - f) (by linarith) (by linarith)
  rw [energy_split v C hn h0.le h1.le, energy_localized]
  unfold energy
  have hc : 0 ≤ 1 - f ^ (4 / 3 : ℝ) - (1 - f) ^ (4 / 3 : ℝ) := by linarith
  have hd : 0 < f ^ (4 / 3 : ℝ) + (1 - f) ^ (4 / 3 : ℝ) - f ^ 2 - (1 - f) ^ 2 := by linarith
  nlinarith [mul_nonneg hc (sub_nonneg.mpr hX), mul_pos hd hU]

end

end DelocalizationError
```

```lean
#print axioms DelocalizationError.delocalization_error
#print axioms DelocalizationError.no_delocalization_of_strong_exchange
#print axioms DelocalizationError.every_split_lt_localized
```

```
'DelocalizationError.delocalization_error' depends on axioms: [propext, Classical.choice, Quot.sound]
'DelocalizationError.no_delocalization_of_strong_exchange' depends on axioms: [propext, Classical.choice, Quot.sound]
'DelocalizationError.every_split_lt_localized' depends on axioms: [propext, Classical.choice, Quot.sound]
```

## How the lemmas carry the argument

The theorem `energy_twoCopies` is the block decomposition. The lemma `Fintype.sum_sum_type` splits each sum over the doubled grid into sums over the two copies, the mixed interaction terms simplify to zero, and `ring` collects the rest.

The two scaling laws are `hartree_scale` and `localExchange_scale`. The first is checked term by term inside the double sum. The second rests on `Real.mul_rpow`, the rule for a real power of a product, which is applied with both factors nonnegative. This is where `hn` enters, and also the condition $0\le f\le1$ in `energy_split`. That theorem rewrites the total energy with additivity and then with the scaling laws. The endpoint is handled by `energy_localized`, which uses $0^{4/3}=0$ for the empty copy.

In `half_lt_localized_iff`, the auxiliary equation `h` is $(1/2)^{4/3}=2^{2/3}/4$. It is obtained by writing the exponent $2/3$ as $2-4/3$. Once both energies are expanded, each direction of the equivalence is a linear rearrangement in $U$, $X$ and the product $2^{2/3}X$, which `linarith` carries out.

The numerical bounds in `two_rpow_bounds` come from the cube, as in the derivation: `lt_of_pow_lt_pow_left₀` turns an inequality between cubes into one between the numbers themselves.

The last three theorems finish with `nlinarith`, which is given the products that the argument needs. For `delocalization_error` these are

$$(2-c)(2U-X)\ge0 \quad\text{and}\quad (c-\tfrac32)U>0 .$$

Adding the first to twice the second gives $(2-c)X<U$. For `no_delocalization_of_strong_exchange`, the goal is first turned into the negation of the strict inequality, so that the same criterion applies; the product supplied is $(\tfrac85-c)X\ge0$.

In `every_split_lt_localized`, the local statement `key` is the chain $x^2<x^{4/3}<x$, obtained from the monotonicity of powers in the exponent for a base between $0$ and $1$. The hypotheses `hc` and `hd` record $A\ge0$ and $B>0$. The products handed to `nlinarith` are $A(U-X)$ and $BU$, the two terms of the energy difference.
